# Optimising the exponent of a kinetically balanced 1s function: a minimum for Z < c, none for Z ≥ c

To choose the exponent $s$ of a single 1s Slater function in a Dirac calculation on a one-electron ion, one can vary $s$ until the upper eigenvalue of the $2\times2$ Dirac matrix is as low as possible. This search has a unique target if the nuclear charge $Z$ is below the speed of light $c$ in atomic units. If $Z>c$, the energy falls without limit as the exponent grows.

Let the nucleus be a point charge and let $c,Z,s>0$. The basis consists of the normalised Slater function for the large component and its normalised, kinetically balanced partner for the small one. With the rest energy subtracted, the matrix is

$$\begin{pmatrix}-Zs & cs\\ cs & -Zs-2c^2\end{pmatrix},$$

and $e(s)$ denotes its larger eigenvalue. Put $g=\sqrt{1-Z^2/c^2}$ when $Z<c$. Then:

- For $Z<c$, the minimum of $e$ is $c^2(g-1)$, attained only at $s=Z/g$.
- For $Z=c$, $e$ stays above $-c^2$ and comes arbitrarily close to it.
- For $Z>c$, $e$ is unbounded below.

The minimum coincides with the known 1s energy of the Dirac equation for a point nucleus, although the exact radial functions, proportional to $r^g e^{-Zr}$, are not of the form $re^{-sr}$ used here for each component.

## From the radial function to the energy curve

The large component is $P(r)=re^{-sr}$. From $\int_0^\infty r^ne^{-2sr}\,dr=n!/(2s)^{n+1}$ we get

$$N=\int_0^\infty P^2\,dr=\frac1{4s^3},\qquad \int_0^\infty \frac{P^2}{r}\,dr=\frac1{4s^2}=sN.$$

The normalised mean of $1/r$ is therefore $s$, and the nuclear attraction contributes $-Zs$. Kinetic balance takes the small function proportional to $P'-P/r=-sP$; we choose $-P$, which has the same norm and the same nuclear attraction. The coupling is

$$\int_0^\infty(-P)\,c\,(P'-P/r)\,dr=csN,$$

or $cs$ after normalisation. The other off-diagonal entry is equal to it by hermiticity, and subtracting the rest energy puts $-2c^2$ in the small-component block.

The secular equation is $(E+Zs)(E+Zs+2c^2)=c^2s^2$. Completing the square gives $(E+Zs+c^2)^2=c^2(c^2+s^2)$. With $w=\sqrt{c^2+s^2}$, the larger root is

$$e(s)=-Zs-c^2+cw.$$

## Three ranges of nuclear charge

**$Z<c$.** Here $c^2g^2=c^2-Z^2$, and

$$e(s)-c^2(g-1)=cw-(c^2g+Zs).$$

Both $cw$ and $c^2g+Zs$ are positive, so the sign of their difference is that of the difference of their squares:

$$\begin{aligned}
c^2(c^2+s^2)-(c^2g+Zs)^2&=c^2(c^2-c^2g^2)+(c^2-Z^2)s^2-2c^2gZs\\
&=c^2Z^2+c^2g^2s^2-2c^2gZs\\
&=c^2(Z-gs)^2.
\end{aligned}$$

This vanishes at $s=Z/g$ and is positive at every other exponent.

**$Z>c$.** Since $w\le c+s$, we have $e(s)\le-(Z-c)s$, which tends to $-\infty$ as $s$ grows.

**$Z=c$.** Now $e(s)+c^2=c(w-s)$. The bounds $s<w\le s+c^2/(2s)$ give $0<e(s)+c^2\le c^3/(2s)$. The upper bound tends to zero, so $-c^2$ is approached but not reached.

## The model in Lean

```lean
import Mathlib

open Matrix MeasureTheory

namespace DiracOneFunction

noncomputable section
```

The function `slater s r` is $P(r)$, without normalisation.

```lean
/-- The radial function `P(r) = r exp(-s r)` of a 1s Slater orbital with exponent `s`. -/
def slater (s r : ℝ) : ℝ := r * Real.exp (-(s * r))
```

The parameters of `diracMatrix` are real numbers, so $Z$ need not be an integer. Indices 0 and 1 are the large and small components, and both basis functions are taken as normalised. The entries are written down directly; the integrals further on justify them, but no theorem assembles those integrals into the matrix.

```lean
/-- The Dirac matrix, with the rest energy subtracted, of a point nucleus of charge `Z` in the
basis of one Slater function and its kinetically balanced partner; `c` is the speed of light. -/
def diracMatrix (c Z s : ℝ) : Matrix (Fin 2) (Fin 2) ℝ :=
  !![-Z * s, c * s; c * s, -Z * s - 2 * c ^ 2]
```

An element of `levels` is a real $E$ for which some nonzero real vector satisfies the eigenvalue equation.

```lean
/-- The set of real eigenvalues of the Dirac matrix. -/
def levels (c Z s : ℝ) : Set ℝ :=
  {E | ∃ v : Fin 2 → ℝ, v ≠ 0 ∧ diracMatrix c Z s *ᵥ v = E • v}
```

The energy $e(s)$ is `upperLevel c Z s`, defined as a supremum. It is shown below to be an eigenvalue, the greatest one.

```lean
/-- The upper energy level: the supremum of the eigenvalues of the Dirac matrix. -/
def upperLevel (c Z s : ℝ) : ℝ := sSup (levels c Z s)
```

## Norm, nuclear attraction and coupling

The first lemma combines the two exponentials in $P^2$.

```lean
/-- The square of the radial function is `r² exp(-2 s r)`. -/
lemma slater_sq (s r : ℝ) : slater s r ^ 2 = r ^ 2 * Real.exp (-(2 * s * r)) := by
  have h : Real.exp (-(2 * s * r)) = Real.exp (-(s * r)) ^ 2 := by
    rw [sq, ← Real.exp_add]
    congr 1
    ring
  rw [h, slater]
  ring
```

The moments come from Mathlib's Gamma integral, with the Gamma function rewritten as a factorial.

```lean
/-- The radial moments of `exp(-2 s r)` for a positive exponent are `n! / (2 s)^(n+1)`. -/
lemma radial_moment (n : ℕ) {s : ℝ} (hs : 0 < s) :
    ∫ r in Set.Ioi (0 : ℝ), r ^ n * Real.exp (-(2 * s * r))
      = (n.factorial : ℝ) / (2 * s) ^ (n + 1) := by
  have h := Real.integral_rpow_mul_exp_neg_mul_Ioi (a := (n : ℝ) + 1) (r := 2 * s)
    (by positivity) (by positivity)
  rw [Real.Gamma_nat_eq_factorial, add_sub_cancel_right] at h
  simp only [Real.rpow_natCast] at h
  have e : (1 / (2 * s)) ^ ((n : ℝ) + 1) = (1 / (2 * s)) ^ (n + 1) := by
    exact_mod_cast Real.rpow_natCast (1 / (2 * s)) (n + 1)
  rw [h, e, one_div, inv_pow]
  exact (div_eq_inv_mul _ _).symm
```

Setting $n=2$ gives the squared norm $N$.

```lean
/-- For a positive exponent the squared norm of the radial function is `1 / (4 s³)`. -/
theorem slater_norm {s : ℝ} (hs : 0 < s) :
    ∫ r in Set.Ioi (0 : ℝ), slater s r ^ 2 = 1 / (4 * s ^ 3) := by
  simp only [slater_sq]
  have h2 : ((2 : ℕ).factorial : ℝ) = 2 := by norm_num [Nat.factorial]
  rw [radial_moment 2 hs, h2, div_eq_div_iff (by positivity) (by positivity)]
  ring
```

For $1/r$, one power of $r$ cancels on the open half-line, and the moment with $n=1$ gives $sN$.

```lean
/-- For a positive exponent the matrix element of `1/r` is `s` times the squared norm. -/
theorem nuclear_element {s : ℝ} (hs : 0 < s) :
    ∫ r in Set.Ioi (0 : ℝ), slater s r ^ 2 / r
      = s * ∫ r in Set.Ioi (0 : ℝ), slater s r ^ 2 := by
  have h : ∫ r in Set.Ioi (0 : ℝ), slater s r ^ 2 / r
      = ∫ r in Set.Ioi (0 : ℝ), r ^ 1 * Real.exp (-(2 * s * r)) :=
    setIntegral_congr_fun measurableSet_Ioi (fun r hr => by
      have hr' : r ≠ 0 := (Set.mem_Ioi.mp hr).ne'
      simp only [slater_sq]
      rw [div_eq_iff hr']
      ring)
  rw [h, radial_moment 1 hs, slater_norm hs, Nat.factorial_one, Nat.cast_one, mul_one_div,
    div_eq_div_iff (by positivity) (by positivity)]
  ring
```

The product rule supplies $P'=P/r-sP$.

```lean
/-- Away from the nucleus the radial function obeys `P' = P/r - s P`. -/
lemma slater_hasDerivAt (s : ℝ) {r : ℝ} (hr : r ≠ 0) :
    HasDerivAt (slater s) (slater s r / r - s * slater s r) r := by
  have h1 : HasDerivAt (fun x : ℝ => -(s * x)) (-s) r :=
    ((hasDerivAt_id' r).const_mul s).fun_neg.congr_deriv (by ring)
  have h2 := (hasDerivAt_id' r).fun_mul h1.exp
  refine h2.congr_deriv ?_
  unfold slater
  rw [mul_div_cancel_left₀ _ hr]
  ring
```

Substituting this derivative under the integral turns the integrand into $cs\,P^2$.

```lean
/-- For a positive exponent the matrix element of `c (d/dr - 1/r)` between the small function `-P`
and the large function `P` is `c s` times the squared norm. -/
theorem coupling_element (c s : ℝ) :
    ∫ r in Set.Ioi (0 : ℝ), -slater s r * (c * (deriv (slater s) r - slater s r / r))
      = c * s * ∫ r in Set.Ioi (0 : ℝ), slater s r ^ 2 := by
  rw [← integral_const_mul]
  refine setIntegral_congr_fun measurableSet_Ioi (fun r hr => ?_)
  have hr' : r ≠ 0 := (Set.mem_Ioi.mp hr).ne'
  simp only [(slater_hasDerivAt s hr').deriv]
  ring
```

## The greatest eigenvalue

The matrix equation is first split into its two rows.

```lean
/-- The eigenvalue equation of the Dirac matrix, written out in its two components. -/
lemma eigen_equations (c Z s E : ℝ) (v : Fin 2 → ℝ) :
    diracMatrix c Z s *ᵥ v = E • v ↔
      (-Z * s * v 0 + c * s * v 1 = E * v 0 ∧
        c * s * v 0 + (-Z * s - 2 * c ^ 2) * v 1 = E * v 1) := by
  rw [funext_iff, Fin.forall_fin_two]
  simp [diracMatrix, Matrix.mulVec, dotProduct, Fin.sum_univ_two]
```

`IsGreatest` requires the proposed value to be an eigenvalue and to bound all the others from above. For the first part the proof gives the unnormalised eigenvector $(cs,\;cw-c^2)$. For the second, the first row shows that `v 0` is nonzero, since otherwise `v 1` would vanish too. Eliminating `v 1` yields the secular equation `hsec`. An eigenvalue above the proposed one would make both factors $E+Zs+c^2\mp cw$ positive, contradicting that equation.

```lean
/-- For positive `c` and `s` the greatest eigenvalue of the Dirac matrix is
`-Z s - c² + c √(c² + s²)`. -/
theorem levels_isGreatest {c s : ℝ} (Z : ℝ) (hc : 0 < c) (hs : 0 < s) :
    IsGreatest (levels c Z s) (-Z * s - c ^ 2 + c * √(c ^ 2 + s ^ 2)) := by
  have hw : √(c ^ 2 + s ^ 2) ^ 2 = c ^ 2 + s ^ 2 := Real.sq_sqrt (by positivity)
  have hw0 : 0 < √(c ^ 2 + s ^ 2) := Real.sqrt_pos.mpr (by positivity)
  set w := √(c ^ 2 + s ^ 2)
  have hcs : 0 < c * s := mul_pos hc hs
  have hcw : 0 < c * w := mul_pos hc hw0
  constructor
  · -- an explicit eigenvector
    refine ⟨![c * s, c * w - c ^ 2], fun h => ?_, (eigen_equations _ _ _ _ _).mpr ⟨?_, ?_⟩⟩
    · have h0 : c * s = 0 := congrFun h 0
      exact hcs.ne' h0
    · show -Z * s * (c * s) + c * s * (c * w - c ^ 2) = (-Z * s - c ^ 2 + c * w) * (c * s)
      ring
    · show c * s * (c * s) + (-Z * s - 2 * c ^ 2) * (c * w - c ^ 2)
        = (-Z * s - c ^ 2 + c * w) * (c * w - c ^ 2)
      linear_combination (-c ^ 2) * hw
  · rintro E ⟨v, hv, h⟩
    obtain ⟨h0, h1⟩ := (eigen_equations _ _ _ _ _).mp h
    have hv0 : v 0 ≠ 0 := by
      intro hz
      rw [hz] at h0
      have h2 : c * s * v 1 = 0 := by linarith
      have h3 : v 1 = 0 := (mul_eq_zero.mp h2).resolve_left hcs.ne'
      apply hv
      funext i
      fin_cases i <;> simp [hz, h3]
    -- the secular equation
    have key : v 0 * ((E + Z * s + c ^ 2) ^ 2 - (c * w) ^ 2) = 0 := by
      linear_combination (-(E + Z * s + 2 * c ^ 2)) * h0 - c * s * h1 - v 0 * c ^ 2 * hw
    have hsec := (mul_eq_zero.mp key).resolve_left hv0
    by_contra hlt
    have hlt' := lt_of_not_ge hlt
    have ha : 0 < E + Z * s + c ^ 2 - c * w := by linarith
    have hb : 0 < E + Z * s + c ^ 2 + c * w := by linarith
    nlinarith [mul_pos ha hb]
```

The supremum is therefore the formula derived by hand.

```lean
/-- For positive `c` and `s` the upper level is `-Z s - c² + c √(c² + s²)`. -/
theorem upperLevel_eq {c s : ℝ} (Z : ℝ) (hc : 0 < c) (hs : 0 < s) :
    upperLevel c Z s = -Z * s - c ^ 2 + c * √(c ^ 2 + s ^ 2) :=
  (levels_isGreatest Z hc hs).csSup_eq
```

## The minimum and its loss

The theorem for $0<Z<c$ has three parts: the optimal exponent is positive, the energy there is $c^2(g-1)$, and every other positive exponent gives a strictly higher energy. At $s=Z/g$ the square root equals $c/g$, so

$$e=\frac{c^2-Z^2}{g}-c^2=c^2(g-1).$$

Elsewhere, `key` is the perfect-square identity, and `lt_of_pow_lt_pow_left₀` passes from the inequality between squares to that between the positive quantities.

```lean
/-- For `0 < Z < c` the upper level takes the value `c² (√(1 - Z²/c²) - 1)` at the positive
exponent `Z / √(1 - Z²/c²)`, and lies strictly higher at every other positive exponent. -/
theorem upperLevel_minimum {c Z : ℝ} (hZ : 0 < Z) (hZc : Z < c) :
    0 < Z / √(1 - Z ^ 2 / c ^ 2) ∧
    upperLevel c Z (Z / √(1 - Z ^ 2 / c ^ 2)) = c ^ 2 * (√(1 - Z ^ 2 / c ^ 2) - 1) ∧
    ∀ s, 0 < s → s ≠ Z / √(1 - Z ^ 2 / c ^ 2) →
      c ^ 2 * (√(1 - Z ^ 2 / c ^ 2) - 1) < upperLevel c Z s := by
  have hc : 0 < c := hZ.trans hZc
  have hq : Z ^ 2 / c ^ 2 < 1 := by
    rw [div_lt_one (by positivity)]
    nlinarith
  have hg2 : √(1 - Z ^ 2 / c ^ 2) ^ 2 = 1 - Z ^ 2 / c ^ 2 := Real.sq_sqrt (by linarith)
  have hg : 0 < √(1 - Z ^ 2 / c ^ 2) := Real.sqrt_pos.mpr (by linarith)
  have hd : Z ^ 2 / c ^ 2 * c ^ 2 = Z ^ 2 := by field_simp
  set g := √(1 - Z ^ 2 / c ^ 2)
  have hcg : c ^ 2 * g ^ 2 = c ^ 2 - Z ^ 2 := by
    linear_combination c ^ 2 * hg2 - hd
  have hu : g⁻¹ * g = 1 := inv_mul_cancel₀ hg.ne'
  have hs0 : 0 < Z / g := div_pos hZ hg
  refine ⟨hs0, ?_, fun s hs hne => ?_⟩
  · have hsq : c ^ 2 + (Z / g) ^ 2 = (c / g) ^ 2 := by
      linear_combination g⁻¹ ^ 2 * hcg - c ^ 2 * (g⁻¹ * g + 1) * hu
    rw [upperLevel_eq Z hc hs0, hsq, Real.sqrt_sq (div_pos hc hg).le]
    linear_combination (-g⁻¹) * hcg + c ^ 2 * g * hu
  · rw [upperLevel_eq Z hc hs]
    have hw : √(c ^ 2 + s ^ 2) ^ 2 = c ^ 2 + s ^ 2 := Real.sq_sqrt (by positivity)
    have hz : Z - g * s ≠ 0 := by
      intro h
      apply hne
      rw [eq_div_iff hg.ne']
      linarith
    have hpos : 0 < c ^ 2 * (Z - g * s) ^ 2 :=
      mul_pos (pow_pos hc 2) (lt_of_le_of_ne (sq_nonneg _) (pow_ne_zero 2 hz).symm)
    -- the excess over the minimum is governed by a perfect square
    have key : (c * √(c ^ 2 + s ^ 2)) ^ 2 - (c ^ 2 * g + Z * s) ^ 2
        = c ^ 2 * (Z - g * s) ^ 2 := by
      linear_combination c ^ 2 * hw - (c ^ 2 + s ^ 2) * hcg
    have hlt : c ^ 2 * g + Z * s < c * √(c ^ 2 + s ^ 2) :=
      lt_of_pow_lt_pow_left₀ 2 (by positivity) (by linarith)
    linarith
```

For $Z>c$, unboundedness means that every real $B$ has a positive exponent whose energy lies below it. The proof takes $s=(|B|+1)/(Z-c)$, for which $e(s)\le-|B|-1<B$.

```lean
/-- For `Z > c > 0` the upper level is unbounded below as a function of the exponent. -/
theorem upperLevel_collapse {c Z : ℝ} (hc : 0 < c) (hZc : c < Z) (B : ℝ) :
    ∃ s, 0 < s ∧ upperLevel c Z s < B := by
  have hd : 0 < Z - c := sub_pos.mpr hZc
  have hs : 0 < (|B| + 1) / (Z - c) := by positivity
  have hm : (|B| + 1) / (Z - c) * (Z - c) = |B| + 1 := by field_simp
  refine ⟨(|B| + 1) / (Z - c), hs, ?_⟩
  rw [upperLevel_eq Z hc hs]
  set s := (|B| + 1) / (Z - c)
  have hw : √(c ^ 2 + s ^ 2) ≤ c + s :=
    Real.sqrt_le_iff.mpr ⟨by positivity, by nlinarith [mul_pos hc hs]⟩
  have hcw := mul_le_mul_of_nonneg_left hw hc.le
  linarith [neg_abs_le B]
```

At $Z=c$ the theorem states the strict lower bound and, for each $\varepsilon>0$, an exponent with energy below $-c^2+\varepsilon$. The choice $s=c^3/\varepsilon$ makes the excess at most $\varepsilon/2$.

```lean
/-- At `Z = c > 0` the upper level stays above `-c²` for every positive exponent and comes
arbitrarily close to it. -/
theorem upperLevel_critical {c : ℝ} (hc : 0 < c) :
    (∀ s, 0 < s → -c ^ 2 < upperLevel c c s) ∧
    ∀ ε, 0 < ε → ∃ s, 0 < s ∧ upperLevel c c s < -c ^ 2 + ε := by
  refine ⟨fun s hs => ?_, fun ε hε => ?_⟩
  · rw [upperLevel_eq c hc hs]
    have hw : s < √(c ^ 2 + s ^ 2) := Real.lt_sqrt_of_sq_lt (by nlinarith [pow_pos hc 2])
    have hcw := mul_lt_mul_of_pos_left hw hc
    linarith
  · have hs : 0 < c ^ 3 / ε := by positivity
    have he : c * (c ^ 2 / (2 * (c ^ 3 / ε))) = ε / 2 := by field_simp
    refine ⟨c ^ 3 / ε, hs, ?_⟩
    rw [upperLevel_eq c hc hs]
    set s := c ^ 3 / ε
    have hm : s * (c ^ 2 / (2 * s)) = c ^ 2 / 2 := by field_simp
    -- the tangent bound on the square root
    have hw : √(c ^ 2 + s ^ 2) ≤ s + c ^ 2 / (2 * s) :=
      Real.sqrt_le_iff.mpr ⟨by positivity, by nlinarith [sq_nonneg (c ^ 2 / (2 * s))]⟩
    have hcw := mul_le_mul_of_nonneg_left hw hc.le
    rw [mul_add, he] at hcw
    linarith

end

end DiracOneFunction
```

```lean
#print axioms DiracOneFunction.nuclear_element
#print axioms DiracOneFunction.upperLevel_minimum
#print axioms DiracOneFunction.upperLevel_collapse
#print axioms DiracOneFunction.upperLevel_critical
```

```
'DiracOneFunction.nuclear_element' depends on axioms: [propext, Classical.choice, Quot.sound]
'DiracOneFunction.upperLevel_minimum' depends on axioms: [propext, Classical.choice, Quot.sound]
'DiracOneFunction.upperLevel_collapse' depends on axioms: [propext, Classical.choice, Quot.sound]
'DiracOneFunction.upperLevel_critical' depends on axioms: [propext, Classical.choice, Quot.sound]
```

These theorems concern a point nucleus and a single exponent shared by both components. They do not settle how the eigenvalues behave in a larger basis, with a nucleus of finite size, or with several interacting electrons.
